# A linear species embedding distinguishes all alloy compositions exactly when its species vectors are affinely independent

If two alloys of different composition have the same descriptor, a model that sees the composition only through that descriptor must give both the same energy whenever its other inputs, such as volume or atomic positions, also agree, and no fitting that leaves the descriptor itself unchanged can alter that. Compressed embeddings, which give each of \(S\) chemical species a short vector \(e_s\in\mathbb R^d\), run this risk. For the linear descriptor

\[
D(x)=\sum_s x_s e_s
\]

of the overall composition \(x\), collisions are absent exactly when the \(e_s\) are affinely independent. If \(d<S-1\), every composition containing all species collides with another one. This bears on interatomic potentials for many-component alloys only where composition enters through this sum alone; descriptors that combine species vectors with atomic positions need a separate analysis.

## The amounts are fractions of a fixed total

A composition satisfies \(x_s\ge 0\) and \(\sum_s x_s=1\). In Lean this is `x ∈ stdSimplex ℝ ι`, where the finite type `ι` labels the species. The vectors `e s` live in a real vector space `V`, and `embed e x` is \(D(x)\).

```lean
import Mathlib

open Module

namespace CompressedSpeciesEmbedding

noncomputable section

variable {ι V : Type*} [Fintype ι] [AddCommGroup V] [Module ℝ V]

/-- The descriptor of a composition `x`: the sum of the species vectors `e s`, weighted by the
amounts `x s`. -/
def embed (e : ι → V) (x : ι → ℝ) : V := ∑ s, x s • e s
```

Because the total is fixed, the difference \(w=x-y\) of two compositions satisfies \(\sum_s w_s=1-1=0\). If also \(D(x)=D(y)\), linearity gives \(D(w)=0\). A change \(w\) with both properties is called a silent exchange: it swaps species without altering the descriptor.

```lean
/-- A silent exchange is a change of composition that conserves the total amount and
contributes nothing to the descriptor. -/
def IsSilent (e : ι → V) (w : ι → ℝ) : Prop := ∑ s, w s = 0 ∧ embed e w = 0
```

Without a fixed total, affine independence would not suffice. A single species at the origin is an affinely independent family, yet the amounts 1 and 2 of it both have descriptor zero.

## Affine independence rules out silent exchanges

For a nonempty family, affine independence means that, with a reference species \(r\) chosen, the differences \(e_s-e_r\) for \(s\ne r\) are linearly independent. If \(\sum_s w_s=0\), then \(w_r=-\sum_{s\ne r}w_s\), and

\[
D(w)=\sum_{s\ne r}w_s(e_s-e_r).
\]

If the differences are linearly independent, \(D(w)=0\) forces \(w_s=0\) for all \(s\neq r\), and then \(w_r=0\). Conversely, a nontrivial vanishing combination of the differences becomes a nonzero silent exchange once \(w_r\) is set to minus the sum of the other coefficients. So affine independence says that the only silent exchange is zero.

```lean
/-- The species vectors are affinely independent exactly when the only silent exchange is
no exchange at all. -/
theorem affineIndependent_iff_silent (e : ι → V) :
    AffineIndependent ℝ e ↔ ∀ w, IsSilent e w → w = 0 := by
  classical
  rw [affineIndependent_iff]
  constructor
  · intro h w hw
    funext s
    exact h Finset.univ w hw.1 hw.2 s (Finset.mem_univ s)
  · intro h t w h0 h1 s hs
    -- extend the weights by zero outside the subset `t`
    have key := h (fun i => if i ∈ t then w i else 0)
      ⟨by simpa [Finset.sum_ite_mem] using h0,
       by simpa [embed, ite_smul, Finset.sum_ite_mem] using h1⟩
    simpa [hs] using congrFun key s
```

Mathlib's criterion `affineIndependent_iff` concerns weights on arbitrary finite subsets of species. The forward half of the proof applies it to the full set; the other half extends weights on a subset `t` by zero.

Injectivity follows at once: if two compositions have equal descriptors, their difference is silent, hence zero. Without affine independence a nonzero silent exchange exists. For species at 0, 1 and 2 on a line, \(w=(1,-2,1)\) is one, and the compositions \((1/3,1/3,1/3)\) and \((5/12,1/6,5/12)\) both have descriptor 1.

## Every species is present

Strict positivity, \(x_s>0\) for all \(s\), means that no component of the alloy is missing. It leaves room to carry out a silent exchange without making any amount negative.

Let \(m\) be the scarcest species, \(W=\sum_s|w_s|\) and \(\varepsilon=x_m/(W+1)\). Then \(\varepsilon>0\) and \(\varepsilon W=x_m-\varepsilon\). For \(|t|\le\varepsilon\),

\[
x_s+t w_s\ \ge\ x_s-|t||w_s|\ \ge\ x_m-\varepsilon W\ =\ \varepsilon\ >\ 0 .
\]

The total remains \(1+t\cdot 0=1\), and the descriptor remains \(D(x)+tD(w)=D(x)\). The theorem `silent_segment` states this for both signs of \(t\).

```lean
/-- From a strictly positive composition one can move a finite distance both ways along a silent
exchange: the composition stays valid and strictly positive, and its descriptor is unchanged. -/
theorem silent_segment {e : ι → V} {x w : ι → ℝ} (hx : x ∈ stdSimplex ℝ ι)
    (hpos : ∀ s, 0 < x s) (hw : IsSilent e w) :
    ∃ ε > 0, ∀ t : ℝ, |t| ≤ ε → x + t • w ∈ stdSimplex ℝ ι ∧
      (∀ s, 0 < (x + t • w) s) ∧ embed e (x + t • w) = embed e x := by
  have hne : Nonempty ι := by
    by_contra hn
    rw [not_nonempty_iff] at hn
    have h1 := hx.2
    simp at h1
  -- the scarcest species limits the step
  obtain ⟨m, -, hm⟩ := Finset.exists_min_image Finset.univ x Finset.univ_nonempty
  have hM : 0 ≤ ∑ s, |w s| := Finset.sum_nonneg fun s _ => abs_nonneg (w s)
  have hM1 : 0 < ∑ s, |w s| + 1 := by linarith
  have hε : 0 < x m / (∑ s, |w s| + 1) := div_pos (hpos m) hM1
  refine ⟨x m / (∑ s, |w s| + 1), hε, fun t ht => ?_⟩
  have hp : ∀ s, 0 < (x + t • w) s := by
    intro s
    have h1 : |w s| ≤ ∑ s, |w s| :=
      Finset.single_le_sum (f := fun s => |w s|) (fun i _ => abs_nonneg (w i))
        (Finset.mem_univ s)
    have h2 : |t| * |w s| ≤ x m / (∑ s, |w s| + 1) * ∑ s, |w s| :=
      mul_le_mul ht h1 (abs_nonneg _) hε.le
    have h3 : x m / (∑ s, |w s| + 1) * (∑ s, |w s| + 1) = x m :=
      div_mul_cancel₀ _ hM1.ne'
    have h4 := neg_abs_le (t * w s)
    rw [abs_mul] at h4
    have h5 := hm s (Finset.mem_univ s)
    change 0 < x s + t * w s
    linarith
  refine ⟨⟨fun s => (hp s).le, ?_⟩, hp, ?_⟩
  · change ∑ s, (x s + t * w s) = 1
    rw [Finset.sum_add_distrib, ← Finset.mul_sum, hw.1, hx.2]
    ring
  · have hlin : embed e (x + t • w) = embed e x + t • embed e w := by
      simp [embed, add_smul, mul_smul, Finset.sum_add_distrib, Finset.smul_sum]
    rw [hlin, hw.2, smul_zero, add_zero]
```

Strict positivity enters through `hpos m`, which makes the step length positive. In the block for `hp`, `h2` bounds \(|t||w_s|\) by \(\varepsilon W\), `h3` records \(\varepsilon(W+1)=x_m\), `h5` says that \(m\) is scarcest, and `linarith` combines them into the inequality above. The last two bullets check the total and the descriptor.

If the species vectors are affinely dependent, take a nonzero silent \(w\) and set \(y=x+\varepsilon w\). This is a strictly positive composition with the same descriptor, and it differs from \(x\) because \(\varepsilon w\ne0\).

```lean
/-- If the species vectors are affinely dependent, every strictly positive composition shares its
descriptor with a different strictly positive composition. -/
theorem exists_partner {e : ι → V} (he : ¬ AffineIndependent ℝ e) {x : ι → ℝ}
    (hx : x ∈ stdSimplex ℝ ι) (hpos : ∀ s, 0 < x s) :
    ∃ y ∈ stdSimplex ℝ ι, (∀ s, 0 < y s) ∧ y ≠ x ∧ embed e y = embed e x := by
  rw [affineIndependent_iff_silent] at he
  push Not at he
  obtain ⟨w, hw, hw0⟩ := he
  obtain ⟨ε, hε, h⟩ := silent_segment hx hpos hw
  obtain ⟨h1, h2, h3⟩ := h ε (abs_of_pos hε).le
  refine ⟨x + ε • w, h1, h2, fun heq => hw0 ?_, h3⟩
  funext s
  have hs : x s + ε * w s = x s := congrFun heq s
  have hz : ε * w s = 0 := by linarith
  exact (mul_eq_zero.mp hz).resolve_left hε.ne'
```

The proof gets `w` by negating the silent-exchange criterion and uses `silent_segment` at \(t=\varepsilon\). If `y` equalled `x`, then \(\varepsilon w_s=0\) for every \(s\), contradicting \(w\neq0\).

The converse half of the injectivity theorem needs just one strictly positive composition, and the equimolar alloy \(x_s=1/S\) serves. If the vectors were dependent, it would have a partner, so the descriptor could not be injective.

```lean
/-- The descriptor distinguishes all compositions of the alloy exactly when the species vectors
are affinely independent. -/
theorem injOn_embed_iff (e : ι → V) :
    Set.InjOn (embed e) (stdSimplex ℝ ι) ↔ AffineIndependent ℝ e := by
  constructor
  · intro hinj
    by_contra he
    rcases isEmpty_or_nonempty ι with hι | hι
    · exact he (affineIndependent_of_subsingleton ℝ e)
    -- test the map at the equimolar composition
    have hc : (0 : ℝ) < Fintype.card ι := by exact_mod_cast Fintype.card_pos
    have hpos : ∀ s : ι, 0 < (fun _ : ι => (Fintype.card ι : ℝ)⁻¹) s :=
      fun _ => inv_pos.mpr hc
    have hx : (fun _ : ι => (Fintype.card ι : ℝ)⁻¹) ∈ stdSimplex ℝ ι := by
      refine ⟨fun s => (hpos s).le, ?_⟩
      rw [Finset.sum_const, Finset.card_univ, nsmul_eq_mul]
      exact mul_inv_cancel₀ hc.ne'
    obtain ⟨y, hy, -, hne, heq⟩ := exists_partner he hx hpos
    exact hne (hinj hy hx heq)
  · intro he x hx y hy hxy
    -- the difference of two compositions with equal descriptors is silent
    have hw : IsSilent e (x - y) := by
      constructor
      · change ∑ s, (x s - y s) = 0
        rw [Finset.sum_sub_distrib, hx.2, hy.2, sub_self]
      · have hlin : embed e (x - y) = embed e x - embed e y := by
          simp [embed, sub_smul, Finset.sum_sub_distrib]
        rw [hlin, hxy, sub_self]
    exact sub_eq_zero.mp ((affineIndependent_iff_silent e).mp he _ hw)
```

`Set.InjOn (embed e) (stdSimplex ℝ ι)` says that two compositions with equal descriptors are equal. The first half of the proof is the equimolar argument, with the case of no species handled separately, since an empty family is affinely independent. The second half shows that `x - y` is silent and applies the criterion.

Nonnegativity alone does not guarantee a partner: with species at 0, 1 and 2, the pure species at 0 has none, as proved at the end. A missing species need not prevent a collision, however. The pure species at 1 shares its descriptor with the equal mixture of the other two.

## The embedding has fewer than \(S-1\) dimensions

The condition \(d<S-1\) describes the compression: the descriptor has fewer components than the composition has independent fractions. If the \(e_s\) were affinely independent, their \(S-1\) differences from a reference species would be linearly independent in a \(d\)-dimensional space, so \(S-1\le d\). This contradicts the condition. The vectors are therefore dependent, and every strictly positive composition has a strictly positive partner.

```lean
/-- If the embedding dimension is smaller than the number of species minus one, every strictly
positive composition shares its descriptor with a different strictly positive composition. -/
theorem compressed_partner [FiniteDimensional ℝ V] (e : ι → V)
    (hd : finrank ℝ V + 1 < Fintype.card ι) {x : ι → ℝ}
    (hx : x ∈ stdSimplex ℝ ι) (hpos : ∀ s, 0 < x s) :
    ∃ y ∈ stdSimplex ℝ ι, (∀ s, 0 < y s) ∧ y ≠ x ∧ embed e y = embed e x := by
  refine exists_partner (fun he => ?_) hx hpos
  have h1 := he.card_le_finrank_succ
  have h2 := Submodule.finrank_le (vectorSpan ℝ (Set.range e))
  omega
```

Here `finrank ℝ V` is \(d\) and `Fintype.card ι` is \(S\); `hd` writes the condition as \(d+1<S\), avoiding subtraction of natural numbers. In the proof, `h1` bounds \(S\) by one plus the dimension spanned by the differences, `h2` bounds that dimension by \(d\), and `omega` finds the contradiction with `hd`. The assumption `FiniteDimensional ℝ V` matters because Mathlib assigns `finrank` the value 0 to an infinite-dimensional space, where three affinely independent vectors would otherwise satisfy `hd`.

At \(d=S-1\) the conclusion can fail. Put species 0 at the origin and species \(i+1\) at the unit vector with index \(i\), for \(i=0,\dots,d-1\). Then

\[
D(x)_i=x_{i+1},\qquad x_0=1-\sum_{i=0}^{d-1}x_{i+1},
\]

so the descriptor determines the whole composition.

```lean
/-- In `d` dimensions, `d + 1` species placed at the origin and at the `d` unit vectors have
descriptors that distinguish all compositions. -/
theorem injOn_embed_unit_vectors (d : ℕ) :
    Set.InjOn (embed (Fin.cons 0 (fun i => Pi.single i 1) : Fin (d + 1) → Fin d → ℝ))
      (stdSimplex ℝ (Fin (d + 1))) := by
  -- the descriptor lists the amounts of all species but the first
  have key : ∀ (x : Fin (d + 1) → ℝ) (i : Fin d),
      embed (Fin.cons 0 (fun i => Pi.single i 1) : Fin (d + 1) → Fin d → ℝ) x i
        = x i.succ := by
    intro x i
    simp [embed, Fin.sum_univ_succ, Finset.sum_apply, Pi.single_apply]
  intro x hx y hy hxy
  have hs : ∀ i : Fin d, x i.succ = y i.succ := fun i => by
    rw [← key x i, ← key y i, hxy]
  have h1 := hx.2
  have h2 := hy.2
  rw [Fin.sum_univ_succ] at h1 h2
  have h3 : ∑ i : Fin d, x i.succ = ∑ i : Fin d, y i.succ :=
    Finset.sum_congr rfl fun i _ => hs i
  funext j
  refine Fin.cases ?_ hs j
  linarith
```

The statement `key` is the first formula. Equal descriptors therefore give equal amounts of all species but species 0, and the two normalisation conditions settle that one. Having enough dimensions does not by itself prevent collisions: two species with the same vector are indistinguishable for any \(d\).

The theorems concern real-valued compositions, whereas a finite simulation cell realises only rational ones. The partner of a given cell's composition may then be unattainable: with species at 0, 1 and \(\sqrt2\) on a line, no two different rational compositions share a descriptor, although \(d=1<S-1=2\).

## A pure species at the end of the line

The example without strict positivity has species 0, 1 and 2 at the positions 0, 1 and 2. The pure species 0 is the composition \((1,0,0)\), with descriptor 0. If \(y\) has the same descriptor, then \(y_1+2y_2=0\). Both terms are nonnegative, so \(y_1=y_2=0\), and normalisation gives \(y_0=1\).

```lean
/-- With three species at 0, 1 and 2 on a line, the pure first species shares its descriptor with
no other composition. -/
theorem pure_species_without_partner {y : Fin 3 → ℝ} (hy : y ∈ stdSimplex ℝ (Fin 3))
    (h : embed (![0, 1, 2] : Fin 3 → ℝ) y = embed ![0, 1, 2] ![1, 0, 0]) :
    y = ![1, 0, 0] := by
  have h0 : y 1 + y 2 * 2 = 0 := by
    simpa [embed, Fin.sum_univ_three] using h
  have hsum := hy.2
  rw [Fin.sum_univ_three] at hsum
  have h1 := hy.1 1
  have h2 := hy.1 2
  have e2 : y 2 = 0 := by linarith
  have e1 : y 1 = 0 := by linarith
  have e0 : y 0 = 1 := by linarith
  funext i
  fin_cases i
  · exact e0
  · exact e1
  · exact e2

end

end CompressedSpeciesEmbedding
```

The equation is `h0`, the two nonnegativity conditions are `h1` and `h2`, and `linarith` obtains the three amounts. Since \(d=1\) and \(S=3\), the example satisfies the compression condition, so the existence of a partner does not extend to all compositions in the simplex.

```lean
#print axioms CompressedSpeciesEmbedding.injOn_embed_iff
#print axioms CompressedSpeciesEmbedding.compressed_partner
#print axioms CompressedSpeciesEmbedding.injOn_embed_unit_vectors
#print axioms CompressedSpeciesEmbedding.pure_species_without_partner
```

```
'CompressedSpeciesEmbedding.injOn_embed_iff' depends on axioms: [propext, Classical.choice, Quot.sound]
'CompressedSpeciesEmbedding.compressed_partner' depends on axioms: [propext, Classical.choice, Quot.sound]
'CompressedSpeciesEmbedding.injOn_embed_unit_vectors' depends on axioms: [propext, Classical.choice, Quot.sound]
'CompressedSpeciesEmbedding.pure_species_without_partner' depends on axioms: [propext, Classical.choice, Quot.sound]
```
